# An exponential filter of time constant T delays the centroid by T and adds T² to the variance, for signals of non-zero area with finite moments up to order two

In a continuous-wave EPR measurement the magnetic field is swept through resonance while the detector output passes through a low-pass filter. The filter responds late, so the absorption line is recorded at a field further along the sweep than the one at which it occurred, and it is also broadened. How large are the two effects, and what do they do to a g value read from the trace?

```lean
import Mathlib

open MeasureTheory Finset

noncomputable section

namespace DetectorTimeConstant
```

## The filter and the measures of a line

Let f(t) be the signal entering the filter and y(t) the signal leaving it. With the delay measured in units of the time constant T,

y(t) = ∫₀^∞ exp(−s) f(t − Ts) ds.

For T > 0 this is the response of a first-order RC stage with unit gain at zero frequency. In Lean, y is `filtered T f`, and T may be any real number.

```lean
/-- Output at time `t` of an exponential filter with time constant `T` acting on the signal `f`. -/
def filtered (T : ℝ) (f : ℝ → ℝ) (t : ℝ) : ℝ :=
  ∫ s in Set.Ioi (0 : ℝ), Real.exp (-s) * f (t - T * s)
```

The k-th moment about the time origin is

M_k(f) = ∫ t^k f(t) dt.

```lean
/-- The `k`-th moment of a signal about the time origin. -/
def moment (k : ℕ) (f : ℝ → ℝ) : ℝ := ∫ t, t ^ k * f t
```

The area is A(f) = ∫ f(t) dt.

```lean
/-- The area under a signal. -/
def area (f : ℝ → ℝ) : ℝ := ∫ t, f t
```

Dividing by the area gives the centroid,

c(f) = M₁(f) / A(f).

```lean
/-- The centroid (mean time) of a signal of non-zero area. -/
def centroid (f : ℝ → ℝ) : ℝ := moment 1 f / area f
```

The variance is taken about the centroid:

V(f) = (1/A(f)) ∫ (t − c(f))² f(t) dt.

V is a squared width in the usual sense when f keeps one sign. The definition also allows signals that change sign, but V can then be negative.

```lean
/-- The variance (squared width) of a signal of non-zero area, taken about its centroid. -/
def variance (f : ℝ → ℝ) : ℝ := (∫ t, (t - centroid f) ^ 2 * f t) / area f
```

The condition placed on f is that it is measurable and that t^k f(t) is absolutely integrable for every k ≤ N. The main result uses N = 2. This excludes an ideal Lorentzian line, whose tails make the second moment diverge.

```lean
/-- The signal is measurable and its moments up to order `N` converge absolutely. -/
def HasMoments (N : ℕ) (f : ℝ → ℝ) : Prop :=
  Measurable f ∧ ∀ k ≤ N, Integrable (fun t => t ^ k * f t)
```

A continuous signal of compact support qualifies for every N, because t^k f(t) is again continuous with compact support. If it is also non-negative and not identically zero, its area is positive.

```lean
/-- A continuous signal of compact support has finite moments up to any order. -/
theorem hasMoments_of_compactSupport (N : ℕ) {f : ℝ → ℝ} (hf : Continuous f)
    (hc : HasCompactSupport f) : HasMoments N f :=
  ⟨hf.measurable, fun k _ =>
    ((continuous_id.pow k).mul hf).integrable_of_hasCompactSupport hc.mul_left⟩
```

## Moments of the exponential response

The function exp(−s) s^j is integrable over s > 0, since the exponential outweighs any power.

```lean
/-- The exponential response times any power of the delay is integrable over positive delays. -/
lemma response_integrable (j : ℕ) :
    Integrable (fun s : ℝ => Real.exp (-s) * s ^ j) (volume.restrict (Set.Ioi 0)) := by
  have h := Real.GammaIntegral_convergent (s := (j : ℝ) + 1) (by positivity)
  simp only [add_sub_cancel_right, Real.rpow_natCast] at h
  exact h
```

Write I_j for its integral. Integration by parts gives I_j = j I_{j−1} with I₀ = 1, hence

∫₀^∞ exp(−s) s^j ds = j!.

Lean obtains both facts from Mathlib's Gamma function at j + 1.

```lean
/-- The `j`-th moment of the exponential response is `j!`. -/
lemma response_moment (j : ℕ) :
    ∫ s in Set.Ioi (0 : ℝ), Real.exp (-s) * s ^ j = (j.factorial : ℝ) := by
  have h := Real.Gamma_eq_integral (s := (j : ℝ) + 1) (by positivity)
  simp only [add_sub_cancel_right, Real.rpow_natCast] at h
  rw [← h, Real.Gamma_nat_eq_factorial]
```

## Separating the delay from the signal

Let g be measurable and integrable. For a fixed delay, shifting the time variable leaves the integral of |g| unchanged, so

∫₀^∞ ∫ exp(−s) s^j |g(t − Ts)| dt ds = j! ∫ |g(t)| dt,

which is finite. The order of integration may therefore be exchanged. In the proof, `key` is the shift at fixed s, and `integrable_prod_iff'` turns it into joint integrability.

```lean
/-- For a measurable integrable signal `g`, the delayed signal weighted by the response and a
power of the delay is integrable jointly in time and delay. -/
lemma delayed_integrable (T : ℝ) (j : ℕ) {g : ℝ → ℝ} (hm : Measurable g) (hg : Integrable g) :
    Integrable (fun p : ℝ × ℝ => Real.exp (-p.2) * p.2 ^ j * g (p.1 - T * p.2))
      (volume.prod (volume.restrict (Set.Ioi 0))) := by
  have meas : Measurable
      (fun p : ℝ × ℝ => Real.exp (-p.2) * p.2 ^ j * g (p.1 - T * p.2)) := by
    fun_prop
  refine (integrable_prod_iff' meas.aestronglyMeasurable).2 ⟨?_, ?_⟩
  · exact Filter.Eventually.of_forall fun s =>
      (hg.comp_sub_right (T * s)).const_mul (Real.exp (-s) * s ^ j)
  · have key : ∀ s : ℝ, ∫ t, ‖Real.exp (-s) * s ^ j * g (t - T * s)‖
        = ‖Real.exp (-s) * s ^ j‖ * ∫ t, ‖g t‖ := by
      intro s
      have h : ∫ t, ‖g (t - T * s)‖ = ∫ t, ‖g t‖ :=
        integral_sub_right_eq_self (fun t => ‖g t‖) (T * s)
      rw [← h, ← integral_const_mul]
      exact integral_congr_ae (Filter.Eventually.of_forall fun t => norm_mul _ _)
    exact ((response_integrable j).norm.mul_const (∫ t, ‖g t‖)).congr
      (Filter.Eventually.of_forall fun s => (key s).symm)
```

The same shift without absolute values factorises the double integral:

∫₀^∞ ∫ exp(−s) s^j g(t − Ts) dt ds = j! ∫ g(t) dt.

```lean
/-- For a measurable integrable signal `g`, the joint integral over time and delay factorises
into `j!` and the integral of `g`. -/
lemma delayed_integral (T : ℝ) (j : ℕ) {g : ℝ → ℝ} (hm : Measurable g) (hg : Integrable g) :
    ∫ p : ℝ × ℝ, Real.exp (-p.2) * p.2 ^ j * g (p.1 - T * p.2)
      ∂(volume.prod (volume.restrict (Set.Ioi 0))) = j.factorial * ∫ t, g t := by
  have key : ∀ s : ℝ, ∫ t, Real.exp (-s) * s ^ j * g (t - T * s)
      = Real.exp (-s) * s ^ j * ∫ t, g t := by
    intro s
    rw [integral_const_mul, integral_sub_right_eq_self g (T * s)]
  rw [integral_prod_symm _ (delayed_integrable T j hm hg)]
  simp only [key]
  rw [integral_mul_const, response_moment]
```

To find the moments of y, split the recording time into the delay and the time at which the signal entered, t = Ts + (t − Ts), and expand:

t^k = Σ_{i=0}^{k} C(k,i) (Ts)^i (t − Ts)^{k−i}.

Multiply by exp(−s) f(t − Ts), integrate, and apply the factorisation to g(u) = u^{k−i} f(u):

M_k(y) = Σ_{i=0}^{k} C(k,i) T^i i! M_{k−i}(f).

Here `hsum` is the binomial expansion, `hF` the joint integrability, and `integral_prod` the exchange of integrations. The theorem also states that t^k y(t) is integrable.

```lean
/-- If the moments of the input up to order `N` are finite, each such moment of the filtered
signal is finite and is a binomial combination of the input moments. -/
theorem moment_filtered (T : ℝ) {N k : ℕ} {f : ℝ → ℝ} (h : HasMoments N f) (hk : k ≤ N) :
    Integrable (fun t => t ^ k * filtered T f t) ∧
    moment k (filtered T f) = ∑ i ∈ range (k + 1),
      (k.choose i : ℝ) * T ^ i * (i.factorial * moment (k - i) f) := by
  have hm : ∀ i, Measurable (fun t : ℝ => t ^ (k - i) * f t) := fun i =>
    (measurable_id.pow_const _).mul h.1
  have hi : ∀ i, Integrable (fun t : ℝ => t ^ (k - i) * f t) := fun i => h.2 _ (by omega)
  have hG : ∀ i ∈ range (k + 1), Integrable (fun p : ℝ × ℝ => (k.choose i : ℝ) * T ^ i *
      (Real.exp (-p.2) * p.2 ^ i * ((p.1 - T * p.2) ^ (k - i) * f (p.1 - T * p.2))))
      (volume.prod (volume.restrict (Set.Ioi 0))) := fun i _ =>
    (delayed_integrable T i (hm i) (hi i)).const_mul _
  -- split the time into the delay and the emission time
  have hsum : ∀ t s : ℝ, t ^ k * (Real.exp (-s) * f (t - T * s)) =
      ∑ i ∈ range (k + 1), (k.choose i : ℝ) * T ^ i *
        (Real.exp (-s) * s ^ i * ((t - T * s) ^ (k - i) * f (t - T * s))) := by
    intro t s
    have e := add_pow (T * s) (t - T * s) k
    rw [show T * s + (t - T * s) = t by ring] at e
    rw [e, Finset.sum_mul]
    refine Finset.sum_congr rfl fun i _ => ?_
    rw [mul_pow]
    ring
  have hF : Integrable (fun p : ℝ × ℝ => p.1 ^ k * (Real.exp (-p.2) * f (p.1 - T * p.2)))
      (volume.prod (volume.restrict (Set.Ioi 0))) :=
    (integrable_finsetSum _ hG).congr
      (Filter.Eventually.of_forall fun p => (hsum p.1 p.2).symm)
  have hpull : ∀ t : ℝ, ∫ s in Set.Ioi (0 : ℝ), t ^ k * (Real.exp (-s) * f (t - T * s))
      = t ^ k * filtered T f t := fun t => integral_const_mul _ _
  refine ⟨hF.integral_prod_left.congr (Filter.Eventually.of_forall hpull), ?_⟩
  -- exchange the two integrations
  have h1 := integral_prod _ hF
  simp only [hpull] at h1
  unfold moment
  rw [← h1]
  simp only [hsum]
  rw [integral_finsetSum _ hG]
  refine Finset.sum_congr rfl fun i _ => ?_
  rw [integral_const_mul]
  exact congrArg _ (delayed_integral T i (hm i) (hi i))
```

Since y is measurable too, the output satisfies the same moment condition as the input.

```lean
/-- Filtering preserves finiteness of the moments up to order `N`. -/
theorem hasMoments_filtered (T : ℝ) {N : ℕ} {f : ℝ → ℝ} (h : HasMoments N f) :
    HasMoments N (filtered T f) := by
  refine ⟨?_, fun k hk => (moment_filtered T h hk).1⟩
  have hf := h.1
  have meas : Measurable (fun p : ℝ × ℝ => Real.exp (-p.2) * f (p.1 - T * p.2)) := by
    fun_prop
  exact (meas.stronglyMeasurable.integral_prod_right'
    (ν := volume.restrict (Set.Ioi (0 : ℝ)))).measurable
```

## Area, centroid and variance

Two identities connect the moments with the measures of the line. The first is M₀ = A.

```lean
/-- The zeroth moment of a signal is its area. -/
lemma moment_zero (f : ℝ → ℝ) : moment 0 f = area f := by
  simp [moment, area]
```

The second, for A ≠ 0, is M₁ = cA.

```lean
/-- The first moment of a signal of non-zero area is its centroid times its area. -/
lemma moment_one {f : ℝ → ℝ} (hA : area f ≠ 0) : moment 1 f = centroid f * area f := by
  unfold centroid
  rw [div_mul_cancel₀ _ hA]
```

Expanding the square in the variance gives

∫ (t − c)² f dt = M₂ − 2cM₁ + c²M₀ = M₂ − c²A,

and therefore V = M₂/A − c².

```lean
/-- For a signal of non-zero area with finite moments up to order two, the variance is the mean
square time minus the square of the centroid. -/
lemma variance_eq {f : ℝ → ℝ} (h : HasMoments 2 f) (hA : area f ≠ 0) :
    variance f = moment 2 f / area f - centroid f ^ 2 := by
  have h0 := h.2 0 (by norm_num)
  have h1 := h.2 1 (by norm_num)
  have h2 := h.2 2 le_rfl
  have hs : Integrable (fun t => t ^ 2 * f t - 2 * centroid f * (t ^ 1 * f t)) :=
    h2.sub (h1.const_mul _)
  have e : ∫ t, (t - centroid f) ^ 2 * f t
      = moment 2 f - 2 * centroid f * moment 1 f + centroid f ^ 2 * moment 0 f := by
    calc ∫ t, (t - centroid f) ^ 2 * f t
        = ∫ t, ((t ^ 2 * f t - 2 * centroid f * (t ^ 1 * f t))
            + centroid f ^ 2 * (t ^ 0 * f t)) := by
          congr 1
          funext t
          ring
      _ = moment 2 f - 2 * centroid f * moment 1 f + centroid f ^ 2 * moment 0 f := by
          rw [integral_add hs (h0.const_mul _), integral_sub h2 (h1.const_mul _),
            integral_const_mul, integral_const_mul]
          rfl
  unfold variance
  rw [e, moment_zero, moment_one hA, div_eq_iff hA, sub_mul, div_mul_cancel₀ _ hA]
  ring
```

Now take k = 0, 1, 2 in the moment formula, writing A, M₁, M₂, c and V for the values of the input:

A(y) = A

M₁(y) = M₁ + TA

M₂(y) = M₂ + 2TM₁ + 2T²A.

Division by A gives c(y) = c + T, and then

V(y) = M₂/A + 2Tc + 2T² − (c + T)² = V + T².

In the Lean proof these three moments are `m0`, `m1` and `m2`. The hypotheses are `HasMoments 2 f` and `area f ≠ 0`.

```lean
/-- For a signal of non-zero area with finite moments up to order two, an exponential filter
keeps the area, adds `T` to the centroid and adds `T ^ 2` to the variance. -/
theorem filter_shift (T : ℝ) {f : ℝ → ℝ} (h : HasMoments 2 f) (hA : area f ≠ 0) :
    area (filtered T f) = area f ∧ centroid (filtered T f) = centroid f + T ∧
    variance (filtered T f) = variance f + T ^ 2 := by
  have m0 := (moment_filtered T h (k := 0) (by norm_num)).2
  have m1 := (moment_filtered T h (k := 1) (by norm_num)).2
  have m2 := (moment_filtered T h (k := 2) le_rfl).2
  simp [Finset.sum_range_succ, moment_zero] at m0 m1 m2
  have hc : centroid (filtered T f) = centroid f + T := by
    rw [centroid, m0, m1, add_div, mul_div_cancel_right₀ _ hA, centroid]
  refine ⟨m0, hc, ?_⟩
  rw [variance_eq (hasMoments_filtered T h) (by rw [m0]; exact hA), variance_eq h hA, hc, m0]
  have e : moment 2 (filtered T f) / area f
      = moment 2 f / area f + 2 * T * centroid f + 2 * T ^ 2 := by
    rw [div_eq_iff hA, add_mul, add_mul, div_mul_cancel₀ _ hA]
    linear_combination m2 + 2 * T * moment_one hA
  rw [e]
  ring
```

The second hypothesis matters for EPR, where the trace is usually the first derivative of the absorption line and has zero area. Take f = 1 on [0, 1), f = −1 on [1, 2) and f = 0 elsewhere. Then A = 0 and M₁ = −1, and the formula above gives M₁(y) = −1 as well: the first moment does not register the delay, and there is no centroid to shift. Lean's division by zero assigns centroid 0 to both signals, so the centroid equation fails for every T ≠ 0. The result should thus be applied to the absorption line, obtained as the running integral of the trace from before the line begins. The filter commutes with this integration, so the integrated trace is, up to a constant factor, the filtered absorption line.

Since the output meets the hypotheses again, the filter can be repeated. After n equal stages that do not load one another,

c → c + nT,  V → V + nT².

The proof is an induction on n, starting from the unfiltered signal at n = 0.

```lean
/-- For a signal of non-zero area with finite moments up to order two, `n` equal filter stages
in series keep the area, add `n T` to the centroid and add `n T ^ 2` to the variance. -/
theorem cascade_shift (T : ℝ) {f : ℝ → ℝ} (h : HasMoments 2 f) (hA : area f ≠ 0) (n : ℕ) :
    HasMoments 2 ((filtered T)^[n] f) ∧ area ((filtered T)^[n] f) = area f ∧
    centroid ((filtered T)^[n] f) = centroid f + n * T ∧
    variance ((filtered T)^[n] f) = variance f + n * T ^ 2 := by
  induction n with
  | zero => simp [h]
  | succ n ih =>
    obtain ⟨hm, ha, hc, hv⟩ := ih
    obtain ⟨a, c, v⟩ := filter_shift T hm (by rw [ha]; exact hA)
    rw [Function.iterate_succ_apply']
    refine ⟨hasMoments_filtered T hm, a.trans ha, ?_, ?_⟩
    · rw [c, hc]
      push_cast
      ring
    · rw [v, hv]
      push_cast
      ring
```

## The shift of the g value

Let the field be B(t) = B₀ + rt. The resonance condition hν = gμ_B B, read at the centroid, gives

g = K / (B₀ + rc),  K = hν/μ_B.

```lean
/-- The g value read from the centroid of a line in a linear sweep with field `B₀ + r t`, where
`K` is the photon energy over the Bohr magneton and the field at the centroid is non-zero. -/
def apparentG (K B₀ r : ℝ) (f : ℝ → ℝ) : ℝ := K / (B₀ + r * centroid f)
```

Filtering replaces c by c + T, so the field read at the centroid changes by rT. If K, r, T and the original centroid field are all positive, the denominator grows and

K / (B₀ + rc + rT) < K / (B₀ + rc).

```lean
/-- In an upward sweep through a line of non-zero area with finite moments up to order two, centred
at positive field, a positive time constant lowers the apparent g value if `K` is positive. -/
theorem apparentG_filtered_lt {K B₀ r T : ℝ} {f : ℝ → ℝ} (h : HasMoments 2 f)
    (hA : area f ≠ 0) (hK : 0 < K) (hr : 0 < r) (hT : 0 < T)
    (hB : 0 < B₀ + r * centroid f) :
    apparentG K B₀ r (filtered T f) < apparentG K B₀ r f := by
  unfold apparentG
  rw [(filter_shift T h hA).2.1]
  exact div_lt_div_of_pos_left hK hB (by nlinarith [mul_pos hr hT])

end DetectorTimeConstant
```

For a linear sweep and a single exponential stage, rT is thus the field offset to allow for when the centroid of a simulated absorption line is compared with a recorded one. The statement concerns the centroid; the maximum of an asymmetrically broadened line generally moves by a different amount. The model also takes f as given, so any dependence of the line itself on sweep rate or microwave power has to enter through f.

```lean
#print axioms DetectorTimeConstant.hasMoments_of_compactSupport
-- 'DetectorTimeConstant.hasMoments_of_compactSupport' depends on axioms: [propext, Classical.choice, Quot.sound]
#print axioms DetectorTimeConstant.filter_shift
-- 'DetectorTimeConstant.filter_shift' depends on axioms: [propext, Classical.choice, Quot.sound]
#print axioms DetectorTimeConstant.cascade_shift
-- 'DetectorTimeConstant.cascade_shift' depends on axioms: [propext, Classical.choice, Quot.sound]
#print axioms DetectorTimeConstant.apparentG_filtered_lt
-- 'DetectorTimeConstant.apparentG_filtered_lt' depends on axioms: [propext, Classical.choice, Quot.sound]
```
